# Fano factors 1/3, 1/4 and 1/2 from power-law transmission densities

## Conductance, noise and their ratio

Let $p(T)$ be the density of transmission eigenvalues $T$ of a phase-coherent conductor, with $0<T<1$. For non-interacting electrons at zero temperature, with transmission independent of energy over the bias window, the conductance $G$ and the shot noise $S$ are

$$G=\int_0^1 T\,p(T)\,dT,\qquad S=\int_0^1 T(1-T)\,p(T)\,dT .$$

Here $G$ is in units of the conductance quantum, and $S$ is scaled so that the Fano factor $F=S/G$ equals 1 for Poissonian noise. In Lean, a density is any function `p : ℝ → ℝ`, and only its values on the open interval `Ioo 0 1` matter.

```lean
import Mathlib

open MeasureTheory Set

namespace TransmissionFano

noncomputable section

/-- Conductance, in units of the conductance quantum, of a conductor whose transmission
eigenvalues have density `p` on `(0,1)`. -/
def conductance (p : ℝ → ℝ) : ℝ := ∫ T in Ioo (0 : ℝ) 1, T * p T

/-- Zero-temperature shot noise, in natural units, of a conductor whose transmission
eigenvalues have density `p` on `(0,1)`. -/
def shotNoise (p : ℝ → ℝ) : ℝ := ∫ T in Ioo (0 : ℝ) 1, T * (1 - T) * p T
```

A scattering code obtains the same ratio from the eigenvalues $T_n$ of $t^\dagger t$, where $t$ is the transmission matrix: $F=\sum_n T_n(1-T_n)/\sum_n T_n$.

```lean
/-- Fano factor: shot noise divided by conductance, for densities of nonzero conductance. -/
def fano (p : ℝ → ℝ) : ℝ := shotNoise p / conductance p
```

The three densities treated below belong to one family with real exponents,

$$p_{a,b}(T)=T^{a-2}(1-T)^{b-1}.$$

```lean
/-- The family of transmission densities `T^(a-2) (1-T)^(b-1)`, for `0 < T < 1`. -/
def powerDensity (a b T : ℝ) : ℝ := T ^ (a - 2) * (1 - T) ^ (b - 1)
```

## Finite conductance for positive $a$ and $b$

The conductance integrand is $T\,p_{a,b}=T^{a-1}(1-T)^{b-1}$. It behaves as $T^{a-1}$ near 0 and as $(1-T)^{b-1}$ near 1, so it is integrable when $a,b>0$. Physically, neither the nearly closed nor the nearly open channels then make the conductance diverge.

The proof takes the norm of Mathlib's convergent complex beta integrand, using $|x^z|=x^{\operatorname{Re}z}$ for $x>0$.

```lean
/-- The weight `T^(a-1) (1-T)^(b-1)` is integrable on `(0,1)` for positive `a` and `b`. -/
theorem integrable_weight {a b : ℝ} (ha : 0 < a) (hb : 0 < b) :
    IntegrableOn (fun T : ℝ => T ^ (a - 1) * (1 - T) ^ (b - 1)) (Ioo 0 1) := by
  -- take the norm of the complex beta integrand
  have h := (Complex.betaIntegral_convergent (u := (a : ℂ)) (v := (b : ℂ))
    (by simpa using ha) (by simpa using hb)).norm
  rw [intervalIntegrable_iff_integrableOn_Ioo_of_le zero_le_one] at h
  refine h.congr_fun (fun T hT => ?_) measurableSet_Ioo
  have h1 : (1 : ℂ) - (T : ℂ) = ((1 - T : ℝ) : ℂ) := by simp
  simp only [norm_mul]
  rw [h1, Complex.norm_cpow_eq_rpow_re_of_pos hT.1,
    Complex.norm_cpow_eq_rpow_re_of_pos (sub_pos.2 hT.2)]
  simp only [Complex.sub_re, Complex.ofReal_re, Complex.one_re]
```

In numerical quadrature with $b=1/2$, the substitution $T=1-u^2$ removes the inverse-square-root singularity at $T=1$.

## Integration by parts

Differentiate $T^a(1-T)^b$ and write one factor $T$ as $1-(1-T)$:

$$\begin{aligned}
\frac{d}{dT}\,T^a(1-T)^b&=aT^{a-1}(1-T)^b-bT^a(1-T)^{b-1}\\
&=(a+b)\,T^{a-1}(1-T)^b-b\,T^{a-1}(1-T)^{b-1}.
\end{aligned}$$

The function vanishes at both ends, so integration gives

$$(a+b)\int_0^1T^{a-1}(1-T)^b\,dT=b\int_0^1T^{a-1}(1-T)^{b-1}\,dT .$$

In the code, `hd` is the derivative, `key` the fundamental theorem of calculus and `hend` the vanishing boundary terms. The derivative may diverge at an endpoint; continuity on $[0,1]$, differentiability inside and integrability are enough.

```lean
/-- Integration by parts: an extra factor `1 - T` multiplies the integral of the weight
`T^(a-1) (1-T)^(b-1)` by `b / (a + b)`, written here without division. -/
theorem weight_recursion {a b : ℝ} (ha : 0 < a) (hb : 0 < b) :
    (a + b) * ∫ T in Ioo (0 : ℝ) 1, T ^ (a - 1) * (1 - T) ^ b
      = b * ∫ T in Ioo (0 : ℝ) 1, T ^ (a - 1) * (1 - T) ^ (b - 1) := by
  have i0 := integrable_weight ha hb
  have i1 : IntegrableOn (fun T : ℝ => T ^ (a - 1) * (1 - T) ^ b) (Ioo 0 1) := by
    simpa only [add_sub_cancel_right] using
      integrable_weight ha (by linarith : 0 < b + 1)
  have hi : IntegrableOn (fun T : ℝ => (a + b) * (T ^ (a - 1) * (1 - T) ^ b)
      - b * (T ^ (a - 1) * (1 - T) ^ (b - 1))) (Ioo 0 1) :=
    (Integrable.const_mul i1 (a + b)).sub (Integrable.const_mul i0 b)
  have hc : Continuous (fun T : ℝ => T ^ a * (1 - T) ^ b) :=
    (continuous_id.rpow_const fun _ => Or.inr ha.le).mul
      ((continuous_const.sub continuous_id).rpow_const fun _ => Or.inr hb.le)
  -- the derivative of `T^a (1-T)^b` combines the two integrands
  have hd : ∀ T ∈ Ioo (0 : ℝ) 1, HasDerivAt (fun T : ℝ => T ^ a * (1 - T) ^ b)
      ((a + b) * (T ^ (a - 1) * (1 - T) ^ b)
        - b * (T ^ (a - 1) * (1 - T) ^ (b - 1))) T := by
    intro T hT
    have hT1 : 1 - T ≠ 0 := (sub_pos.2 hT.2).ne'
    have h1 := Real.hasDerivAt_rpow_const (x := T) (p := a) (Or.inl hT.1.ne')
    have h2 := ((hasDerivAt_id' T).const_sub 1).rpow_const (p := b) (Or.inl hT1)
    refine (h1.fun_mul h2).congr_deriv ?_
    have e1 : T ^ a = T ^ (a - 1) * T := by
      rw [← Real.rpow_add_one hT.1.ne', sub_add_cancel]
    have e2 : (1 - T) ^ b = (1 - T) ^ (b - 1) * (1 - T) := by
      rw [← Real.rpow_add_one hT1, sub_add_cancel]
    rw [e1, e2]
    ring
  have key : ∫ T in (0 : ℝ)..1, ((a + b) * (T ^ (a - 1) * (1 - T) ^ b)
      - b * (T ^ (a - 1) * (1 - T) ^ (b - 1)))
      = (1 : ℝ) ^ a * (1 - 1) ^ b - (0 : ℝ) ^ a * (1 - 0) ^ b :=
    intervalIntegral.integral_eq_sub_of_hasDerivAt_of_le zero_le_one hc.continuousOn hd
      ((intervalIntegrable_iff_integrableOn_Ioo_of_le zero_le_one).2 hi)
  -- both boundary terms vanish
  have hend : (1 : ℝ) ^ a * (1 - 1) ^ b - (0 : ℝ) ^ a * (1 - 0) ^ b = 0 := by
    simp [Real.zero_rpow ha.ne', Real.zero_rpow hb.ne']
  rw [hend, intervalIntegral.integral_of_le zero_le_one, integral_Ioc_eq_integral_Ioo,
    integral_sub (Integrable.const_mul i1 (a + b)) (Integrable.const_mul i0 b),
    integral_const_mul, integral_const_mul] at key
  linarith
```

## The Fano factor of the family

The integral on the right is $G$. The one on the left is $S$, because $T(1-T)p_{a,b}=T^{a-1}(1-T)^b$. Hence $(a+b)S=bG$. The integrand of $G$ is positive, so $G>0$ and

$$F=\frac{b}{a+b}.$$

The theorem states both the positivity and this value. Its steps `hG` and `hS` identify the integrals, `hpos` gives the positivity, and the last line applies the recursion after cross-multiplication.

```lean
/-- For positive `a` and `b`, the density `T^(a-2) (1-T)^(b-1)` has positive conductance
and Fano factor `b / (a + b)`. -/
theorem fano_powerDensity {a b : ℝ} (ha : 0 < a) (hb : 0 < b) :
    0 < conductance (powerDensity a b) ∧ fano (powerDensity a b) = b / (a + b) := by
  have e : ∀ T ∈ Ioo (0 : ℝ) 1, T ^ (a - 1) = T ^ (a - 2) * T := by
    intro T hT
    rw [← Real.rpow_add_one hT.1.ne']
    congr 1
    ring
  have hG : conductance (powerDensity a b)
      = ∫ T in Ioo (0 : ℝ) 1, T ^ (a - 1) * (1 - T) ^ (b - 1) := by
    refine setIntegral_congr_fun measurableSet_Ioo (fun T hT => ?_)
    change T * (T ^ (a - 2) * (1 - T) ^ (b - 1)) = T ^ (a - 1) * (1 - T) ^ (b - 1)
    rw [e T hT]
    ring
  have hS : shotNoise (powerDensity a b)
      = ∫ T in Ioo (0 : ℝ) 1, T ^ (a - 1) * (1 - T) ^ b := by
    refine setIntegral_congr_fun measurableSet_Ioo (fun T hT => ?_)
    change T * (1 - T) * (T ^ (a - 2) * (1 - T) ^ (b - 1)) = T ^ (a - 1) * (1 - T) ^ b
    have e2 : (1 - T) ^ b = (1 - T) ^ (b - 1) * (1 - T) := by
      rw [← Real.rpow_add_one (sub_pos.2 hT.2).ne', sub_add_cancel]
    rw [e T hT, e2]
    ring
  -- a positive integrand gives a positive conductance
  have hpos : 0 < conductance (powerDensity a b) := by
    rw [hG, ← integral_Ioc_eq_integral_Ioo, ← intervalIntegral.integral_of_le zero_le_one]
    refine intervalIntegral.intervalIntegral_pos_of_pos_on
      ((intervalIntegrable_iff_integrableOn_Ioo_of_le zero_le_one).2
        (integrable_weight ha hb)) (fun T hT => ?_) zero_lt_one
    exact mul_pos (Real.rpow_pos_of_pos hT.1 _) (Real.rpow_pos_of_pos (sub_pos.2 hT.2) _)
  refine ⟨hpos, ?_⟩
  rw [fano, div_eq_div_iff hpos.ne' (add_pos ha hb).ne', hS, hG]
  linear_combination weight_recursion ha hb
```

## Prefactors and square roots

Replacing $p$ by $cp$ with $c\neq0$ multiplies both $S$ and $G$ by $c$, which cancels in $F$. A computed histogram of eigenvalues therefore needs no normalisation before its Fano factor is taken.

```lean
/-- A nonzero constant prefactor of the transmission density leaves the Fano factor
unchanged. -/
theorem fano_const_mul (p : ℝ → ℝ) {c : ℝ} (hc : c ≠ 0) :
    fano (fun T => c * p T) = fano p := by
  have hG : conductance (fun T => c * p T) = c * conductance p := by
    unfold conductance
    rw [← integral_const_mul]
    congr 1
    funext T
    ring
  have hS : shotNoise (fun T => c * p T) = c * shotNoise p := by
    unfold shotNoise
    rw [← integral_const_mul]
    congr 1
    funext T
    ring
  rw [fano, hG, hS, mul_div_mul_left _ _ hc, fano]
```

Densities that agree on $(0,1)$ have equal integrals, hence equal Fano factors.

```lean
/-- Two densities that agree on `(0,1)` have the same Fano factor. -/
theorem fano_congr {p q : ℝ → ℝ} (h : ∀ T ∈ Ioo (0 : ℝ) 1, p T = q T) :
    fano p = fano q := by
  have hG : conductance p = conductance q :=
    setIntegral_congr_fun measurableSet_Ioo (fun T hT => congrArg (T * ·) (h T hT))
  have hS : shotNoise p = shotNoise q :=
    setIntegral_congr_fun measurableSet_Ioo
      (fun T hT => congrArg (T * (1 - T) * ·) (h T hT))
  rw [fano, fano, hG, hS]
```

To pass between powers and square roots, use $x^{-1/2}=1/\sqrt{x}$ for $x>0$.

```lean
/-- The power `-1/2` of a positive number is the inverse of its square root. -/
theorem rpow_neg_half {x : ℝ} (hx : 0 < x) : x ^ (-(1 / 2) : ℝ) = (√x)⁻¹ := by
  rw [Real.rpow_neg hx.le, ← Real.sqrt_eq_rpow]
```

## Wire, cavity and double barrier

The densities are inputs here, not derived from a scattering model. Each is written without its constant prefactor, which depends on the conductor and sets the size of $G$ but cancels in $F$. Each case matches its density to the family with $b=1/2$ and evaluates $b/(a+b)$.

A diffusive wire is much longer than the mean free path but much shorter than the localisation length. Its density has $a=1$:

$$p=\frac{1}{T\sqrt{1-T}},\qquad F=\frac{1/2}{3/2}=\frac13 .$$

The integral of $p$ itself diverges at $T=0$, where a real wire has a cutoff, but $G$ and $S$ converge.

```lean
/-- Diffusive wire: the density `1 / (T √(1-T))` has Fano factor `1/3`. -/
theorem fano_diffusive_wire : fano (fun T => 1 / (T * √(1 - T))) = 1 / 3 := by
  rw [fano_congr (q := powerDensity 1 (1 / 2)),
    (fano_powerDensity one_pos one_half_pos).2]
  · norm_num
  · intro T hT
    rw [powerDensity, show (1 - 2 : ℝ) = -1 by norm_num,
      show (1 / 2 - 1 : ℝ) = -(1 / 2) by norm_num, Real.rpow_neg_one,
      rpow_neg_half (sub_pos.2 hT.2), one_div, mul_inv]
```

A chaotic cavity with two ideal leads, each carrying the same large number of channels, has $a=3/2$:

$$p=\frac{1}{\sqrt{T(1-T)}},\qquad F=\frac{1/2}{2}=\frac14 .$$

```lean
/-- Chaotic cavity: the density `1 / √(T (1-T))` has Fano factor `1/4`. -/
theorem fano_chaotic_cavity : fano (fun T => 1 / √(T * (1 - T))) = 1 / 4 := by
  rw [fano_congr (q := powerDensity (3 / 2) (1 / 2)),
    (fano_powerDensity (by norm_num) one_half_pos).2]
  · norm_num
  · intro T hT
    rw [powerDensity, show (3 / 2 - 2 : ℝ) = -(1 / 2) by norm_num,
      show (1 / 2 - 1 : ℝ) = -(1 / 2) by norm_num, rpow_neg_half hT.1,
      rpow_neg_half (sub_pos.2 hT.2), Real.sqrt_mul hT.1.le, one_div, mul_inv]
```

Two equal, opaque tunnel barriers, averaged over the phase accumulated between them, have $a=1/2$, again with the small-$T$ cutoff taken to zero:

$$p=\frac{1}{T^{3/2}\sqrt{1-T}},\qquad F=\frac{1/2}{1}=\frac12 .$$

```lean
/-- Double barrier: the density `1 / (T^(3/2) √(1-T))` has Fano factor `1/2`. -/
theorem fano_double_barrier :
    fano (fun T => 1 / (T ^ (3 / 2 : ℝ) * √(1 - T))) = 1 / 2 := by
  rw [fano_congr (q := powerDensity (1 / 2) (1 / 2)),
    (fano_powerDensity one_half_pos one_half_pos).2]
  · norm_num
  · intro T hT
    rw [powerDensity, show (1 / 2 - 2 : ℝ) = -(3 / 2) by norm_num,
      show (1 / 2 - 1 : ℝ) = -(1 / 2) by norm_num, Real.rpow_neg hT.1.le,
      rpow_neg_half (sub_pos.2 hT.2), one_div, mul_inv]

end

end TransmissionFano
```

```lean
#print axioms TransmissionFano.fano_powerDensity
#print axioms TransmissionFano.fano_diffusive_wire
#print axioms TransmissionFano.fano_chaotic_cavity
#print axioms TransmissionFano.fano_double_barrier
```

```
'TransmissionFano.fano_powerDensity' depends on axioms: [propext, Classical.choice, Quot.sound]
'TransmissionFano.fano_diffusive_wire' depends on axioms: [propext, Classical.choice, Quot.sound]
'TransmissionFano.fano_chaotic_cavity' depends on axioms: [propext, Classical.choice, Quot.sound]
'TransmissionFano.fano_double_barrier' depends on axioms: [propext, Classical.choice, Quot.sound]
```
